# One real Bethe solution for each choice of quantum numbers in the repulsive Lieb-Liniger gas

Let \(L,c>0\) and let \(I_0,\dots,I_{N-1}\) be any real numbers. The Bethe equations
\[
Lk_j+2\sum_l\arctan\frac{k_j-k_l}{c}=2\pi I_j
\]
have exactly one real solution \(k\). It minimises the Yang-Yang action globally, and \(k_j<k_l\) holds exactly when \(I_j<I_l\).

These are the equations for \(N\) bosons on a ring of length \(L\) with contact repulsion of strength \(c\), in units \(\hbar=2m=1\) with pair potential \(2c\,\delta(x)\). For this finite, integrable model, finding the rapidities \(k_j\) for given quantum numbers \(I_j\) is a convex minimisation with a single answer.

## Equations and action

In Lean 4 with Mathlib:

```lean
import Mathlib

open Real

namespace YangYangConvexity

noncomputable section

variable {N : ℕ} {L c : ℝ}
```

Mathlib is loaded, and \(N\), \(L\) and \(c\) are declared as a natural number and two reals. Positivity is not built in; a theorem that needs it has the hypothesis `hL : 0 < L` or `hc : 0 < c`, even where its docstring does not repeat it.

```lean
/-- Left side of the `j`-th Bethe equation for rapidities `k` on a ring of length `L` with
coupling `c ≠ 0`. -/
def betheMap (L c : ℝ) (k : Fin N → ℝ) (j : Fin N) : ℝ :=
  L * k j + 2 * ∑ l, arctan ((k j - k l) / c)
```

A list of rapidities is a function `Fin N → ℝ`, with indices running from \(0\) to \(N-1\). `betheMap L c k j` is the left side of equation \(j\), written \(B_j(k)\) below. The term \(l=j\) contributes \(\arctan 0=0\).

```lean
/-- The rapidities `k` solve the Bethe equations with quantum numbers `I`. -/
def IsBetheSolution (L c : ℝ) (I k : Fin N → ℝ) : Prop :=
  ∀ j, betheMap L c k j = 2 * π * I j
```

`IsBetheSolution` says that \(B_j(k)=2\pi I_j\) for every \(j\). In the gas the \(I_j\) are distinct, integers for odd \(N\) and half-integers for even \(N\); here they may be any reals.

```lean
/-- The pair term of the Yang-Yang action, for coupling `c ≠ 0`. -/
def phasePrimitive (c x : ℝ) : ℝ :=
  x * arctan (x / c) - c / 2 * log (1 + (x / c) ^ 2)
```

This is \(\Theta(x)=x\arctan(x/c)-\tfrac c2\log(1+x^2/c^2)\).

```lean
/-- The Yang-Yang action of the rapidities `k` for quantum numbers `I` and coupling `c ≠ 0`. -/
def action (L c : ℝ) (I k : Fin N → ℝ) : ℝ :=
  ∑ j, (L / 2 * k j ^ 2 - 2 * π * I j * k j) + ∑ j, ∑ l, phasePrimitive c (k j - k l)
```

The action is
\[
S(k)=\sum_j\Big(\tfrac L2k_j^2-2\pi I_jk_j\Big)+\sum_{j,l}\Theta(k_j-k_l).
\]
The double sum counts each pair in both orders, which produces the factor 2 in the Bethe equations.

## Convexity from the pair term

```lean
/-- Pairing a vector with the total of antisymmetric pair terms gives a sum over
differences of its components. -/
theorem sum_antisymm (A : Fin N → Fin N → ℝ) (hA : ∀ j l, A l j = -A j l)
    (v : Fin N → ℝ) :
    ∑ j, v j * (2 * ∑ l, A j l) = ∑ j, ∑ l, (v j - v l) * A j l := by
  have h : ∑ j, ∑ l, v l * A j l = -∑ j, ∑ l, v j * A j l := by
    rw [Finset.sum_comm]
    simp only [← Finset.sum_neg_distrib]
    refine Finset.sum_congr rfl fun j _ => Finset.sum_congr rfl fun l _ => ?_
    rw [hA j l]
    ring
  have h2 : ∑ j, v j * (2 * ∑ l, A j l) = 2 * ∑ j, ∑ l, v j * A j l := by
    simp only [Finset.mul_sum]
    refine Finset.sum_congr rfl fun j _ => Finset.sum_congr rfl fun l _ => ?_
    ring
  simp only [sub_mul, Finset.sum_sub_distrib]
  linarith
```

If \(A_{lj}=-A_{jl}\), then \(\sum_j v_j\,2\sum_lA_{jl}=\sum_{j,l}(v_j-v_l)A_{jl}\). Swapping the labels gives \(\sum_{j,l} v_lA_{jl}=-\sum_{j,l} v_jA_{jl}\), which is `h` in the proof.

```lean
/-- The derivative of the pair term is `arctan (x / c)`. -/
theorem hasDerivAt_phasePrimitive (hc : 0 < c) (x : ℝ) :
    HasDerivAt (phasePrimitive c) (arctan (x / c)) x := by
  have hd : HasDerivAt (fun y : ℝ => y / c) (1 / c) x := (hasDerivAt_id' x).div_const c
  have hp : 1 + (x / c) ^ 2 ≠ 0 := by positivity
  have h1 := (hasDerivAt_id' x).fun_mul hd.arctan
  have h2 := (((hd.fun_pow 2).const_add 1).log hp).const_mul (c / 2)
  refine (h1.fun_sub h2).congr_deriv ?_
  simp only [Nat.cast_ofNat, Nat.reduceSub, pow_one]
  generalize arctan (x / c) = a
  generalize 1 + (x / c) ^ 2 = D at hp ⊢
  field_simp
  ring
```

`HasDerivAt f f' x` reads "\(f\) has derivative \(f'\) at \(x\)". By the product and chain rules,
\[
\Theta'(x)=\arctan\frac xc+\frac{x/c}{1+x^2/c^2}-\frac c2\,\frac{2x/c^2}{1+x^2/c^2}=\arctan\frac xc .
\]

```lean
/-- The pair term is convex and non-negative. -/
theorem phasePrimitive_convex_nonneg (hc : 0 < c) :
    ConvexOn ℝ Set.univ (phasePrimitive c) ∧ ∀ x, 0 ≤ phasePrimitive c x := by
  have hconv : ConvexOn ℝ Set.univ (phasePrimitive c) := by
    have hd : deriv (phasePrimitive c) = fun x => arctan (x / c) :=
      funext fun x => (hasDerivAt_phasePrimitive hc x).deriv
    refine Monotone.convexOn_univ_of_deriv
      (fun x => (hasDerivAt_phasePrimitive hc x).differentiableAt) ?_
    rw [hd]
    intro x y h
    exact arctan_strictMono.monotone (div_le_div_of_nonneg_right h hc.le)
  refine ⟨hconv, fun x => ?_⟩
  -- an even convex function is smallest at the origin
  have h := hconv.2 (Set.mem_univ x) (Set.mem_univ (-x))
    (by norm_num : (0 : ℝ) ≤ 1 / 2) (by norm_num : (0 : ℝ) ≤ 1 / 2) (by norm_num)
  have e : phasePrimitive c (-x) = phasePrimitive c x := by
    simp [phasePrimitive, neg_div, arctan_neg]
  have z : phasePrimitive c 0 = 0 := by simp [phasePrimitive]
  have m : (1 / 2 : ℝ) • x + (1 / 2 : ℝ) • (-x) = 0 := by simp
  rw [m, z, e] at h
  simp only [smul_eq_mul] at h
  linarith
```

For \(c>0\) the derivative \(\Theta'\) is increasing, so \(\Theta\) is convex. It is also even with \(\Theta(0)=0\). Convexity at the midpoint of \(x\) and \(-x\) gives \(0=\Theta(0)\le\tfrac12\Theta(x)+\tfrac12\Theta(-x)=\Theta(x)\).

```lean
/-- Chord bound for the Yang-Yang action, which is strong convexity when `L > 0`: on a segment, the
chord minus the action is at least `L / 2 * a * b` times the squared distance of the end points. -/
theorem action_convex (hc : 0 < c) (I k q : Fin N → ℝ) {a b : ℝ}
    (ha : 0 ≤ a) (hb : 0 ≤ b) (hab : a + b = 1) :
    action L c I (a • k + b • q) + L / 2 * a * b * ∑ j, (k j - q j) ^ 2
      ≤ a * action L c I k + b * action L c I q := by
  have hq : ∑ j, (L / 2 * (a • k + b • q) j ^ 2 - 2 * π * I j * (a • k + b • q) j)
      + L / 2 * a * b * ∑ j, (k j - q j) ^ 2
      = a * ∑ j, (L / 2 * k j ^ 2 - 2 * π * I j * k j)
        + b * ∑ j, (L / 2 * q j ^ 2 - 2 * π * I j * q j) := by
    simp only [Finset.mul_sum, ← Finset.sum_add_distrib]
    refine Finset.sum_congr rfl fun j _ => ?_
    have hb' : b = 1 - a := by linarith
    simp only [Pi.add_apply, Pi.smul_apply, smul_eq_mul, hb']
    ring
  have hp : ∑ j, ∑ l, phasePrimitive c ((a • k + b • q) j - (a • k + b • q) l)
      ≤ a * ∑ j, ∑ l, phasePrimitive c (k j - k l)
        + b * ∑ j, ∑ l, phasePrimitive c (q j - q l) := by
    simp only [Finset.mul_sum, ← Finset.sum_add_distrib]
    refine Finset.sum_le_sum fun j _ => Finset.sum_le_sum fun l _ => ?_
    have h := (phasePrimitive_convex_nonneg hc).1.2 (Set.mem_univ (k j - k l))
      (Set.mem_univ (q j - q l)) ha hb hab
    have e : (a • k + b • q) j - (a • k + b • q) l
        = a • (k j - k l) + b • (q j - q l) := by
      simp only [Pi.add_apply, Pi.smul_apply, smul_eq_mul]
      ring
    rw [e]
    exact h
  unfold action
  linarith
```

For \(c>0\) and \(a,b\ge0\) with \(a+b=1\),
\[
S(ak+bq)+\tfrac L2ab\sum_j(k_j-q_j)^2\le aS(k)+bS(q).
\]
The quadratic part (`hq`) is an equality, because \(ak_j^2+bq_j^2-(ak_j+bq_j)^2=ab(k_j-q_j)^2\) and the linear terms cancel. The pair part (`hp`) is convexity of \(\Theta\), applied to each difference. For \(L>0\) this makes \(S\) strictly convex. The uniqueness proof uses the monotonicity of its gradient instead, which comes next.

```lean
/-- Monotonicity bound for the Bethe map with constant `L`; when `L > 0` it is strong monotonicity.
-/
theorem betheMap_monotone (hc : 0 < c) (k q : Fin N → ℝ) :
    L * ∑ j, (k j - q j) ^ 2
      ≤ ∑ j, (k j - q j) * (betheMap L c k j - betheMap L c q j) := by
  have sw : ∀ x y : ℝ, arctan ((y - x) / c) = -arctan ((x - y) / c) := fun x y => by
    rw [← arctan_neg]
    congr 1
    ring
  have hs : ∑ j, (k j - q j) *
        (2 * ∑ l, (arctan ((k j - k l) / c) - arctan ((q j - q l) / c)))
      = ∑ j, ∑ l, ((k j - q j) - (k l - q l)) *
        (arctan ((k j - k l) / c) - arctan ((q j - q l) / c)) :=
    sum_antisymm (fun j l => arctan ((k j - k l) / c) - arctan ((q j - q l) / c))
      (fun j l => by linarith [sw (k j) (k l), sw (q j) (q l)]) (fun j => k j - q j)
  have hn : 0 ≤ ∑ j, ∑ l, ((k j - q j) - (k l - q l)) *
      (arctan ((k j - k l) / c) - arctan ((q j - q l) / c)) := by
    refine Finset.sum_nonneg fun j _ => Finset.sum_nonneg fun l _ => ?_
    rcases le_total (q j - q l) (k j - k l) with h | h
    all_goals
      have h' := arctan_strictMono.monotone (div_le_div_of_nonneg_right h hc.le)
      nlinarith [mul_nonneg (sub_nonneg.2 h) (sub_nonneg.2 h')]
  have he : ∑ j, (k j - q j) * (betheMap L c k j - betheMap L c q j)
      = L * ∑ j, (k j - q j) ^ 2 + ∑ j, (k j - q j) *
        (2 * ∑ l, (arctan ((k j - k l) / c) - arctan ((q j - q l) / c))) := by
    rw [Finset.mul_sum, ← Finset.sum_add_distrib]
    refine Finset.sum_congr rfl fun j _ => ?_
    simp only [betheMap, Finset.sum_sub_distrib]
    ring
  rw [he, hs]
  linarith
```

Put \(d_j=k_j-q_j\) and \(A_{jl}=\arctan\frac{k_j-k_l}c-\arctan\frac{q_j-q_l}c\). The antisymmetry lemma gives
\[
\sum_jd_j\,(B_j(k)-B_j(q))=L\sum_jd_j^2+\sum_{j,l}(d_j-d_l)A_{jl}.
\]
Since \(d_j-d_l=(k_j-k_l)-(q_j-q_l)\) and \(x\mapsto\arctan(x/c)\) is increasing for \(c>0\), the two factors in the last sum never have opposite signs. The sum is therefore non-negative; `rcases` splits the two sign cases.

## A minimum, and what it satisfies

```lean
/-- The derivative of the action at `k` in direction `v` is `v` paired with the residual of
the Bethe equations. -/
theorem hasDerivAt_action (hc : 0 < c) (I k v : Fin N → ℝ) :
    HasDerivAt (fun t : ℝ => action L c I (k + t • v))
      (∑ j, v j * (betheMap L c k j - 2 * π * I j)) 0 := by
  have hl : ∀ j, HasDerivAt (fun t : ℝ => k j + t * v j) (v j) 0 := fun j => by
    simpa using ((hasDerivAt_id' (0 : ℝ)).mul_const (v j)).const_add (k j)
  have h1 : HasDerivAt
      (fun t : ℝ => ∑ j, (L / 2 * (k j + t * v j) ^ 2 - 2 * π * I j * (k j + t * v j)))
      (∑ j, (L * k j - 2 * π * I j) * v j) 0 :=
    HasDerivAt.fun_sum fun j _ => ((((hl j).fun_pow 2).const_mul (L / 2)).fun_sub
      ((hl j).const_mul (2 * π * I j))).congr_deriv (by
        simp only [Nat.cast_ofNat, Nat.reduceSub, pow_one, zero_mul, add_zero]
        ring)
  have h2 : HasDerivAt
      (fun t : ℝ => ∑ j, ∑ l, phasePrimitive c ((k j + t * v j) - (k l + t * v l)))
      (∑ j, ∑ l, (v j - v l) * arctan ((k j - k l) / c)) 0 :=
    HasDerivAt.fun_sum fun j _ => HasDerivAt.fun_sum fun l _ =>
      ((hasDerivAt_phasePrimitive hc (k j - k l)).comp_of_eq (0 : ℝ)
        ((hl j).fun_sub (hl l)) (by simp)).congr_deriv (mul_comm _ _)
  have hs : ∑ j, v j * (2 * ∑ l, arctan ((k j - k l) / c))
      = ∑ j, ∑ l, (v j - v l) * arctan ((k j - k l) / c) :=
    sum_antisymm (fun j l => arctan ((k j - k l) / c)) (fun j l => by
      rw [← arctan_neg]
      congr 1
      ring) v
  refine (h1.fun_add h2).congr_deriv ?_
  rw [← hs, ← Finset.sum_add_distrib]
  refine Finset.sum_congr rfl fun j _ => ?_
  simp only [betheMap]
  ring
```

Differentiating along the line \(k+tv\) at \(t=0\) gives
\[
\sum_j(Lk_j-2\pi I_j)v_j+\sum_{j,l}(v_j-v_l)\arctan\frac{k_j-k_l}c=\sum_jv_j\,(B_j(k)-2\pi I_j),
\]
again by the antisymmetry lemma. The gradient of \(S\) is the Bethe residual.

```lean
/-- The action is coercive: it is bounded below by a growing quadratic function of the
rapidities. -/
theorem action_coercive (hL : 0 < L) (hc : 0 < c) (I k : Fin N → ℝ) :
    L / 4 * ∑ j, k j ^ 2 - 1 / L * ∑ j, (2 * π * I j) ^ 2 ≤ action L c I k := by
  have h2 : 0 ≤ ∑ j, ∑ l, phasePrimitive c (k j - k l) :=
    Finset.sum_nonneg fun j _ => Finset.sum_nonneg fun l _ =>
      (phasePrimitive_convex_nonneg hc).2 _
  have h1 : L / 4 * ∑ j, k j ^ 2 - 1 / L * ∑ j, (2 * π * I j) ^ 2
      ≤ ∑ j, (L / 2 * k j ^ 2 - 2 * π * I j * k j) := by
    rw [Finset.mul_sum, Finset.mul_sum, ← Finset.sum_sub_distrib]
    refine Finset.sum_le_sum fun j _ => ?_
    generalize 2 * π * I j = p
    -- complete the square
    have e : L / 2 * k j ^ 2 - p * k j - (L / 4 * k j ^ 2 - 1 / L * p ^ 2)
        = 1 / L * (L / 2 * k j - p) ^ 2 := by
      field_simp
      ring
    have : 0 ≤ 1 / L * (L / 2 * k j - p) ^ 2 := by positivity
    linarith
  unfold action
  linarith
```

Let \(L,c>0\) and write \(p_j=2\pi I_j\). Completing the square,
\[
\tfrac L2k_j^2-p_jk_j=\tfrac L4k_j^2-\tfrac1Lp_j^2+\tfrac1L\big(\tfrac L2k_j-p_j\big)^2 .
\]
Dropping the square and the non-negative pair terms leaves \(S(k)\ge\tfrac L4\sum_jk_j^2-\tfrac1L\sum_jp_j^2\).

```lean
/-- The Yang-Yang action attains its global minimum. -/
theorem exists_minimiser (hL : 0 < L) (hc : 0 < c) (I : Fin N → ℝ) :
    ∃ k, ∀ q, action L c I k ≤ action L c I q := by
  have hcont : Continuous (action L c I) := by
    have hΘ : Continuous (phasePrimitive c) :=
      continuous_iff_continuousAt.2 fun x => (hasDerivAt_phasePrimitive hc x).continuousAt
    exact Continuous.add (continuous_finsetSum _ fun j _ => by fun_prop)
      (continuous_finsetSum _ fun j _ => continuous_finsetSum _ fun l _ =>
        hΘ.comp (by fun_prop))
  obtain ⟨R, hRdef⟩ : ∃ R : ℝ, R = 4 / L * (1 / L * ∑ j, (2 * π * I j) ^ 2) + 1 := ⟨_, rfl⟩
  have hR : 0 ≤ R := by
    rw [hRdef]
    positivity
  have h0 : (0 : Fin N → ℝ) ∈ Set.Icc (fun _ : Fin N => -R) (fun _ => R) :=
    ⟨fun _ => neg_nonpos.2 hR, fun _ => hR⟩
  obtain ⟨k, _, hk⟩ := isCompact_Icc.exists_isMinOn ⟨0, h0⟩ hcont.continuousOn
  refine ⟨k, fun q => ?_⟩
  by_contra hlt
  have z : action L c I 0 = 0 := by simp [action, phasePrimitive]
  have hk0 : action L c I k ≤ action L c I 0 := hk h0
  -- a configuration with lower action would have to lie inside the box
  have h : L / 4 * ∑ j, q j ^ 2 ≤ 1 / L * ∑ j, (2 * π * I j) ^ 2 := by
    linarith [action_coercive hL hc I q, not_le.1 hlt]
  have hS : ∑ j, q j ^ 2 ≤ R - 1 := by
    have h' := mul_le_mul_of_nonneg_left h (by positivity : 0 ≤ 4 / L)
    have e : 4 / L * (L / 4 * ∑ j, q j ^ 2) = ∑ j, q j ^ 2 := by field_simp
    linarith
  have hj : ∀ j, q j ^ 2 ≤ R - 1 := fun j =>
    (Finset.single_le_sum (f := fun j => q j ^ 2) (fun i _ => sq_nonneg (q i))
      (Finset.mem_univ j)).trans hS
  exact hlt (hk ⟨fun j => by nlinarith [hj j, sq_nonneg (q j + 1 / 2)],
    fun j => by nlinarith [hj j, sq_nonneg (q j - 1 / 2)]⟩)
```

Let \(R=\tfrac4{L^2}\sum_jp_j^2+1\). The continuous function \(S\) has a minimiser \(k\) on the compact box \([-R,R]^N\), and \(S(k)\le S(0)=0\). Suppose some \(q\) had \(S(q)<S(k)\). The lower bound would give \(\sum_jq_j^2\le R-1\), hence \(|q_j|\le q_j^2+\tfrac14<R\). Then \(q\) would lie in the box, a contradiction.

```lean
/-- The components of the Bethe map are ordered exactly as the rapidities. -/
theorem betheMap_lt_iff (hL : 0 < L) (hc : 0 < c) (k : Fin N → ℝ) (j l : Fin N) :
    betheMap L c k j < betheMap L c k l ↔ k j < k l := by
  have mono : ∀ a b, k a ≤ k b →
      L * (k b - k a) ≤ betheMap L c k b - betheMap L c k a := by
    intro a b h
    have hsum : ∑ m, arctan ((k a - k m) / c) ≤ ∑ m, arctan ((k b - k m) / c) :=
      Finset.sum_le_sum fun m _ => arctan_strictMono.monotone
        (div_le_div_of_nonneg_right (by linarith) hc.le)
    unfold betheMap
    linarith
  constructor
  · intro h
    by_contra hn
    have h' := not_lt.1 hn
    linarith [mono l j h', mul_nonneg hL.le (sub_nonneg.2 h')]
  · intro h
    linarith [mono j l h.le, mul_pos hL (sub_pos.2 h)]
```

Let \(L,c>0\). If \(k_a\le k_b\), every arctan in \(B_a\) is at most the corresponding one in \(B_b\), so \(B_b-B_a\ge L(k_b-k_a)\). This is `mono`. It shows that \(k_j<k_l\) implies \(B_j<B_l\), and that \(k_l\le k_j\) implies \(B_l\le B_j\), which is the converse.

## Existence, uniqueness and order

```lean
/-- For `L, c > 0` and any real quantum numbers the Bethe equations have exactly one real
solution; it minimises the Yang-Yang action and is ordered as the quantum numbers are. -/
theorem bethe_existsUnique (hL : 0 < L) (hc : 0 < c) (I : Fin N → ℝ) :
    (∃! k, IsBetheSolution L c I k) ∧
      ∀ k, IsBetheSolution L c I k →
        (∀ q, action L c I k ≤ action L c I q) ∧ ∀ j l, I j < I l ↔ k j < k l := by
  obtain ⟨k, hk⟩ := exists_minimiser hL hc I
  -- at the minimiser, the derivative along the residual is the residual's squared length
  have hsol : IsBetheSolution L c I k := by
    let v : Fin N → ℝ := fun j => betheMap L c k j - 2 * π * I j
    have hmin : IsLocalMin (fun t : ℝ => action L c I (k + t • v)) 0 :=
      Filter.Eventually.of_forall fun t => by
        simpa only [zero_smul, add_zero] using hk (k + t • v)
    have h0 : ∑ j, v j * v j = 0 := hmin.hasDerivAt_eq_zero (hasDerivAt_action hc I k v)
    intro j
    have hj := (Finset.sum_eq_zero_iff_of_nonneg
      (fun i _ => mul_self_nonneg (v i))).1 h0 j (Finset.mem_univ j)
    have hv : betheMap L c k j - 2 * π * I j = 0 := mul_self_eq_zero.1 hj
    linarith
  -- strong monotonicity leaves room for one solution only
  have huniq : ∀ q, IsBetheSolution L c I q → q = k := by
    intro q hq
    have h := betheMap_monotone (L := L) hc q k
    have hz : ∑ j, (q j - k j) * (betheMap L c q j - betheMap L c k j) = 0 :=
      Finset.sum_eq_zero fun j _ => by rw [hq j, hsol j, sub_self, mul_zero]
    have hle : ∑ j, (q j - k j) ^ 2 ≤ 0 := by
      by_contra hn
      linarith [mul_pos hL (not_le.1 hn)]
    have hs : ∑ j, (q j - k j) ^ 2 = 0 :=
      le_antisymm hle (Finset.sum_nonneg fun j _ => sq_nonneg _)
    funext j
    have hj := (Finset.sum_eq_zero_iff_of_nonneg
      (fun i _ => sq_nonneg (q i - k i))).1 hs j (Finset.mem_univ j)
    exact sub_eq_zero.1 (pow_eq_zero_iff two_ne_zero |>.1 hj)
  refine ⟨⟨k, hsol, huniq⟩, fun q hq => ⟨?_, fun j l => ?_⟩⟩
  · rw [huniq q hq]
    exact hk
  · have hp : 0 < 2 * π := by positivity
    rw [← betheMap_lt_iff hL hc q j l, hq j, hq l]
    exact ⟨fun h => mul_lt_mul_of_pos_left h hp, fun h => lt_of_mul_lt_mul_left h hp.le⟩

end

end YangYangConvexity
```

```lean
#print axioms YangYangConvexity.action_convex
-- 'YangYangConvexity.action_convex' depends on axioms: [propext, Classical.choice, Quot.sound]
#print axioms YangYangConvexity.bethe_existsUnique
-- 'YangYangConvexity.bethe_existsUnique' depends on axioms: [propext, Classical.choice, Quot.sound]
```

`∃!` means "there is exactly one".

- **Existence:** at the minimiser, take the residual itself as direction, \(v_j=B_j(k)-2\pi I_j\). The derivative vanishes there, so \(\sum_jv_j^2=0\) and every \(v_j=0\).
- **Uniqueness:** if \(q\) and \(k\) both solve the equations, then \(B(q)=B(k)\), and monotonicity gives \(L\sum_j(q_j-k_j)^2\le0\), so \(q=k\).
- **Order:** insert \(B_j=2\pi I_j\) into the previous theorem and divide by \(2\pi\).

In particular, distinct quantum numbers give distinct rapidities. The Bethe equations are taken as given: their derivation from the Hamiltonian, the completeness of the eigenstates and the thermodynamic limit are separate questions.

## Two solutions under attraction

The condition \(c>0\) stands for repulsion. Take instead \(c=-1\), \(L=\pi\), \(N=2\) and \(I_0=I_1=0\). Then \(k=(0,0)\) is a solution, but so is \(k=(\tfrac12,-\tfrac12)\), since
\[
\pi\cdot\tfrac12+2\arctan(-1)=0,\qquad -\pi\cdot\tfrac12+2\arctan(1)=0 .
\]
Uniqueness fails, and so does the ordering, because equal quantum numbers now belong to unequal rapidities. These two solutions are not states of the gas, because the quantum numbers of two bosons are half-integers. Under attraction, however, these half-integers can be equal. With \(I_0=I_1=\tfrac12\) both solutions shift by 1: \((\tfrac32,\tfrac12)\) is a true state of two attracting bosons, while the equal rapidities \((1,1)\) give a Bethe wave function that vanishes.
